# At fixed one-pair norm and number of levels, a geminal with equal moduli has the N-pair power of greatest norm

For $N\ge2$, fixing the norm of a single pair does not in general fix the norm of the state with $N$ such pairs, which even vanishes when fewer than $N$ levels have nonzero coefficients. An upper bound gives a scale with which a computed norm can be compared. The file below proves such a bound for a given finite number of levels and shows that coefficients of equal modulus attain it.

```lean
import Mathlib

open Finset

namespace UniformGeminal

noncomputable section

variable {ι : Type*} [DecidableEq ι]

/-- The elementary symmetric polynomial of degree `N` in the weights `x` of the levels in `s`. -/
def esym (s : Finset ι) (x : ι → ℝ) (N : ℕ) : ℝ :=
  ∑ S ∈ s.powersetCard N, ∏ p ∈ S, x p

/-- The geminal operator: it adds one pair in an empty level `p` with coefficient `z p`.
A state assigns an amplitude to each set of doubly occupied levels. -/
def pairCreate (z : ι → ℂ) (ψ : Finset ι → ℂ) : Finset ι → ℂ :=
  fun S => ∑ p ∈ S, z p * ψ (S.erase p)

/-- The state without pairs. -/
def vacuum : Finset ι → ℂ := fun S => if S = ∅ then 1 else 0

/-- The geminal operator applied `N` times to the vacuum. -/
def geminalPower (z : ι → ℂ) (N : ℕ) : Finset ι → ℂ := (pairCreate z)^[N] vacuum

/-- The squared norm of a paired state. -/
def stateNormSq [Fintype ι] (ψ : Finset ι → ℂ) : ℝ := ∑ S, ‖ψ S‖ ^ 2

/-- On the nonnegative axis a power lies above its tangent, and strictly so away from the
point of contact if the exponent is at least two. -/
theorem tangent_le_pow {a b : ℝ} (ha : 0 ≤ a) (hb : 0 ≤ b) (N : ℕ) :
    a ^ (N + 1) + ((N : ℝ) + 1) * a ^ N * (b - a) ≤ b ^ (N + 1) ∧
    (a ≠ b → 1 ≤ N → a ^ (N + 1) + ((N : ℝ) + 1) * a ^ N * (b - a) < b ^ (N + 1)) := by
  induction N with
  | zero => exact ⟨by simp, fun _ h => by omega⟩
  | succ n ih =>
    -- the gap to the tangent obeys a recursion with nonnegative terms
    have key : b ^ (n + 1 + 1) - (a ^ (n + 1 + 1)
        + (((n + 1 : ℕ) : ℝ) + 1) * a ^ (n + 1) * (b - a))
        = b * (b ^ (n + 1) - (a ^ (n + 1) + ((n : ℝ) + 1) * a ^ n * (b - a)))
          + ((n : ℝ) + 1) * a ^ n * (b - a) ^ 2 := by
      push_cast
      ring
    have h1 := mul_nonneg hb (sub_nonneg.2 ih.1)
    have h2 : 0 ≤ ((n : ℝ) + 1) * a ^ n * (b - a) ^ 2 := by positivity
    refine ⟨by linarith, fun hab _ => ?_⟩
    rcases ha.eq_or_lt with h0 | h0
    · have hb' : 0 < b := lt_of_le_of_ne hb (by rw [h0]; exact hab)
      have h3 := pow_pos hb' (n + 1 + 1)
      rw [← h0, zero_pow (Nat.succ_ne_zero _), zero_pow (Nat.succ_ne_zero _)]
      linarith
    · have h3 : 0 < (b - a) ^ 2 := pow_pos_of_ne hab
      have h4 : 0 < ((n : ℝ) + 1) * a ^ n * (b - a) ^ 2 := by positivity
      linarith
where
  pow_pos_of_ne {a b : ℝ} (h : a ≠ b) : 0 < (b - a) ^ 2 :=
    lt_of_le_of_ne (sq_nonneg _) (Ne.symm (pow_ne_zero 2 (sub_ne_zero.2 h.symm)))

/-- Splitting off one level: it is either empty or holds one of the pairs. -/
theorem esym_insert {p : ι} {t : Finset ι} (hp : p ∉ t) (x : ι → ℝ) (N : ℕ) :
    esym (insert p t) x (N + 1) = esym t x (N + 1) + x p * esym t x N := by
  have hn : ∀ S ∈ t.powersetCard N, p ∉ S :=
    fun S hS h => hp ((mem_powersetCard.1 hS).1 h)
  unfold esym
  rw [powersetCard_succ_insert hp, sum_union, sum_image, mul_sum]
  · congr 1
    exact sum_congr rfl fun S hS => prod_insert (hn S hS)
  · intro S hS T hT h
    have h' : insert p S = insert p T := h
    rw [← erase_insert (hn S hS), h', erase_insert (hn T hT)]
  · refine disjoint_left.2 fun S hS hS' => ?_
    obtain ⟨T, _, rfl⟩ := mem_image.1 hS'
    exact hp ((mem_powersetCard.1 hS).1 (mem_insert_self p T))

/-- Adding a level: if the binomial bound holds for the levels in `t`, then with one more level the
symmetric polynomial is at most a binomial coefficient times the tangent to the power at the old
mean `a`, taken at the new mean `b`. -/
theorem esym_insert_le {p : ι} {t : Finset ι} (hp : p ∉ t) {x : ι → ℝ}
    (hx : ∀ q ∈ insert p t, 0 ≤ x q)
    (ih : ∀ (N : ℕ) (a : ℝ), ∑ q ∈ t, x q = t.card * a → esym t x N ≤ t.card.choose N * a ^ N)
    (N : ℕ) {b : ℝ} (hb : ∑ q ∈ insert p t, x q = (insert p t).card * b) :
    ∃ a : ℝ, 0 ≤ a ∧ ∑ q ∈ t, x q = t.card * a ∧ esym (insert p t) x (N + 1) ≤
      (insert p t).card.choose (N + 1) * (a ^ (N + 1) + ((N : ℝ) + 1) * a ^ N * (b - a)) := by
  have hs : 0 ≤ ∑ q ∈ t, x q := sum_nonneg fun q hq => hx q (mem_insert_of_mem hq)
  obtain ⟨a, ha, hsum⟩ : ∃ a : ℝ, 0 ≤ a ∧ ∑ q ∈ t, x q = t.card * a := by
    rcases t.eq_empty_or_nonempty with h | h
    · exact ⟨0, le_rfl, by simp [h]⟩
    · have hc : (t.card : ℝ) ≠ 0 := by exact_mod_cast h.card_pos.ne'
      exact ⟨(∑ q ∈ t, x q) / t.card, div_nonneg hs (Nat.cast_nonneg _),
        (mul_div_cancel₀ _ hc).symm⟩
  refine ⟨a, ha, hsum, ?_⟩
  rw [sum_insert hp, card_insert_of_notMem hp, hsum] at hb
  push_cast at hb
  rw [card_insert_of_notMem hp, esym_insert hp]
  have h1 : ((t.card : ℝ) + 1) * (t.card.choose N : ℝ)
      = ((t.card + 1).choose (N + 1) : ℝ) * ((N : ℝ) + 1) := by
    exact_mod_cast Nat.add_one_mul_choose_eq t.card N
  have h2 : ((t.card + 1).choose (N + 1) : ℝ)
      = (t.card.choose N : ℝ) + (t.card.choose (N + 1) : ℝ) := by
    exact_mod_cast Nat.choose_succ_succ' t.card N
  have h3 := mul_le_mul_of_nonneg_left (ih N a hsum) (hx p (mem_insert_self p t))
  refine (add_le_add (ih (N + 1) a hsum) h3).trans (le_of_eq ?_)
  -- the two binomial terms combine into the tangent
  linear_combination ((t.card.choose N : ℝ) * a ^ N) * hb - a ^ (N + 1) * h2
    + a ^ N * (b - a) * h1

/-- For nonnegative weights with mean `a`, the elementary symmetric polynomial is at most its value
at equal weights. -/
theorem esym_le (s : Finset ι) (x : ι → ℝ) (hx : ∀ p ∈ s, 0 ≤ x p) (N : ℕ) (a : ℝ)
    (ha : ∑ p ∈ s, x p = s.card * a) : esym s x N ≤ s.card.choose N * a ^ N := by
  induction s using Finset.induction_on generalizing N a with
  | empty =>
    cases N with
    | zero => simp [esym]
    | succ n =>
      have h : powersetCard (n + 1) (∅ : Finset ι) = ∅ := powersetCard_eq_empty.2 (by simp)
      simp [esym, h]
  | insert p t hp ih =>
    cases N with
    | zero => simp [esym]
    | succ n =>
      have hc : (0 : ℝ) < (insert p t).card := by
        exact_mod_cast (insert_nonempty p t).card_pos
      have ha0 : 0 ≤ a := (mul_nonneg_iff_of_pos_left hc).1 (ha ▸ sum_nonneg hx)
      obtain ⟨a', h0, _, h⟩ := esym_insert_le hp hx
        (fun N a h => ih (fun q hq => hx q (mem_insert_of_mem hq)) N a h) n ha
      exact h.trans (mul_le_mul_of_nonneg_left (tangent_le_pow h0 ha0 n).1 (Nat.cast_nonneg _))

omit [DecidableEq ι] in
/-- The elementary symmetric polynomial at equal weights. -/
theorem esym_const {s : Finset ι} {x : ι → ℝ} {a : ℝ} (h : ∀ p ∈ s, x p = a) (N : ℕ) :
    esym s x N = s.card.choose N * a ^ N := by
  have h' : ∀ S ∈ s.powersetCard N, ∏ p ∈ S, x p = a ^ N := fun S hS => by
    obtain ⟨h1, h2⟩ := mem_powersetCard.1 hS
    rw [prod_congr rfl (fun p hp => h p (h1 hp)), prod_const, h2]
  rw [esym, sum_congr rfl h', sum_const, card_powersetCard, nsmul_eq_mul]

/-- For at least two pairs, and no more pairs than levels, equality in `esym_le` holds exactly at
equal weights. -/
theorem esym_eq_iff {s : Finset ι} {x : ι → ℝ} (hx : ∀ p ∈ s, 0 ≤ x p) {N : ℕ} (hN : 2 ≤ N)
    (hM : N ≤ s.card) {a : ℝ} (ha : ∑ p ∈ s, x p = s.card * a) :
    esym s x N = s.card.choose N * a ^ N ↔ ∀ p ∈ s, x p = a := by
  refine ⟨fun heq p hp => ?_, fun h => esym_const h N⟩
  by_contra hne
  obtain ⟨n, rfl⟩ : ∃ n, N = n + 1 + 1 := ⟨N - 2, by omega⟩
  -- split off the level whose weight differs from the mean
  obtain ⟨t, hpt, rfl⟩ : ∃ t, p ∉ t ∧ insert p t = s :=
    ⟨s.erase p, notMem_erase p s, insert_erase hp⟩
  have hc : (0 : ℝ) < (insert p t).card := by
    exact_mod_cast (insert_nonempty p t).card_pos
  have ha0 : 0 ≤ a := (mul_nonneg_iff_of_pos_left hc).1 (ha ▸ sum_nonneg hx)
  obtain ⟨a', h0, hsum, h⟩ := esym_insert_le hpt hx
    (fun N a h => esym_le t x (fun q hq => hx q (mem_insert_of_mem hq)) N a h) (n + 1) ha
  have hab : a' ≠ a := by
    rintro rfl
    rw [sum_insert hpt, card_insert_of_notMem hpt, hsum] at ha
    push_cast at ha
    exact hne (by linarith)
  have hK : (0 : ℝ) < (insert p t).card.choose (n + 1 + 1) := by
    exact_mod_cast Nat.choose_pos hM
  have hlt := mul_lt_mul_of_pos_left
    ((tangent_le_pow h0 ha0 (n + 1)).2 hab (by omega)) hK
  linarith

/-- The geminal power has amplitude `N!` times the product of the coefficients on each set of
`N` occupied levels, and zero elsewhere. -/
theorem geminalPower_apply (z : ι → ℂ) (N : ℕ) (S : Finset ι) :
    geminalPower z N S = if S.card = N then (N.factorial : ℂ) * ∏ p ∈ S, z p else 0 := by
  induction N generalizing S with
  | zero =>
    rcases eq_or_ne S ∅ with rfl | h
    · simp [geminalPower, vacuum]
    · simp [geminalPower, vacuum, h]
  | succ n ih =>
    have hstep : geminalPower z (n + 1) S = ∑ p ∈ S, z p * geminalPower z n (S.erase p) := by
      unfold geminalPower
      rw [Function.iterate_succ_apply']
      rfl
    rw [hstep]
    split_ifs with h
    · -- each of the n + 1 pairs may have been created last
      have hterm : ∀ p ∈ S, z p * geminalPower z n (S.erase p)
          = (n.factorial : ℂ) * ∏ q ∈ S, z q := fun p hp => by
        have hc := card_erase_add_one hp
        rw [ih, if_pos (by omega), ← mul_prod_erase S z hp]
        ring
      rw [sum_congr rfl hterm, sum_const, h, nsmul_eq_mul, Nat.factorial_succ]
      push_cast
      ring
    · refine sum_eq_zero fun p hp => ?_
      have hc := card_erase_add_one hp
      rw [ih, if_neg (by omega), mul_zero]

/-- The squared norm of the geminal power in terms of the weights `‖z p‖ ^ 2`. -/
theorem stateNormSq_geminalPower [Fintype ι] (z : ι → ℂ) (N : ℕ) :
    stateNormSq (geminalPower z N)
      = (N.factorial : ℝ) ^ 2 * esym univ (fun p => ‖z p‖ ^ 2) N := by
  rw [stateNormSq, esym, powersetCard_eq_filter, powerset_univ, sum_filter, mul_sum]
  refine sum_congr rfl fun S _ => ?_
  rw [geminalPower_apply]
  split_ifs
  · rw [norm_mul, mul_pow, norm_prod, prod_pow, Complex.norm_natCast]
  · simp

/-- At fixed one-pair norm, a geminal `w` with coefficients of equal modulus has the `N`-pair power
of greatest norm. For `2 ≤ N ≤ M`, with `M` the number of levels, another geminal `z` with the same
one-pair norm reaches this maximum exactly when all its coefficients have that same modulus. -/
theorem uniform_geminal_maximizes_norm [Fintype ι] (z w : ι → ℂ) (c : ℝ)
    (hw : ∀ p, ‖w p‖ = c)
    (h1 : stateNormSq (geminalPower z 1) = stateNormSq (geminalPower w 1)) (N : ℕ) :
    stateNormSq (geminalPower z N) ≤ stateNormSq (geminalPower w N) ∧
    (2 ≤ N → N ≤ Fintype.card ι →
      (stateNormSq (geminalPower z N) = stateNormSq (geminalPower w N) ↔ ∀ p, ‖z p‖ = c)) := by
  have hone : ∀ v : ι → ℂ, stateNormSq (geminalPower v 1) = ∑ p, ‖v p‖ ^ 2 := fun v => by
    rw [stateNormSq_geminalPower]
    simp [esym, powersetCard_one]
  -- the common one-pair norm fixes the mean weight to c ^ 2
  have hmean : ∑ p, ‖z p‖ ^ 2 = ((univ : Finset ι).card : ℝ) * c ^ 2 := by
    rw [← hone, h1, hone, sum_congr rfl (fun p _ => by rw [hw p]), sum_const, nsmul_eq_mul]
  have hwN : esym univ (fun p => ‖w p‖ ^ 2) N
      = ((univ : Finset ι).card.choose N : ℝ) * (c ^ 2) ^ N :=
    esym_const (fun p _ => by simp only [hw p]) N
  have hx : ∀ p ∈ (univ : Finset ι), 0 ≤ (fun p => ‖z p‖ ^ 2) p := fun p _ => sq_nonneg _
  have hf : (N.factorial : ℝ) ^ 2 ≠ 0 :=
    pow_ne_zero 2 (by exact_mod_cast N.factorial_ne_zero)
  rw [stateNormSq_geminalPower, stateNormSq_geminalPower, hwN]
  refine ⟨mul_le_mul_of_nonneg_left (esym_le univ _ hx N _ hmean) (sq_nonneg _),
    fun hN hM => ?_⟩
  rw [mul_right_inj' hf, esym_eq_iff hx hN (by rwa [card_univ]) hmean]
  refine ⟨fun h p => ?_, fun h p _ => by simp only [h p]⟩
  have hc : 0 ≤ c := hw p ▸ norm_nonneg (w p)
  exact (sq_eq_sq₀ (norm_nonneg _) hc).1 (h p (mem_univ p))

end

end UniformGeminal
```

```lean
#print axioms UniformGeminal.uniform_geminal_maximizes_norm
```

```
'UniformGeminal.uniform_geminal_maximizes_norm' depends on axioms: [propext, Classical.choice, Quot.sound]
```

## The bound and its equality case

Take $M$ levels and a geminal, that is, a pair state with a complex coefficient $z_p$ on each level $p$. The final theorem, `uniform_geminal_maximizes_norm`, compares it with a second geminal $w$ whose coefficients all have modulus $c$. The phases of $w$ are free. The hypothesis `h1` says that both have the same one-pair norm, so that the comparison is not decided by an overall rescaling of $z$.

The conclusion is that the $N$-pair power of $z$ has at most the norm of that of $w$, for every $N$. If $2 \le N \le M$, the norms agree exactly when $|z_p| = c$ for all $p$. The range is needed: for $N=0$ and $N=1$ the norms always agree, and for $N>M$ both vanish.

Behind this stands an inequality for real weights $x_p \ge 0$ on a finite set $s$ of levels. Let
$$e_N(s) = \sum_{S\subseteq s,\ |S|=N}\ \prod_{p\in S} x_p .$$
If $s$ has $M$ levels and the weights have mean $a$, then $e_N(s) \le \binom{M}{N} a^N$. This is `esym_le`, where the mean enters without division, as $\sum_p x_p = Ma$. The bound follows from Maclaurin's chain of inequalities, which compares suitable roots of successive normalised symmetric polynomials; `esym_le` only compares each polynomial with the first.

## Pairs as sets of occupied levels

An element of `ι` is a level that is either empty or doubly occupied. A `Finset ι` is a configuration, and a state is a function from configurations to complex amplitudes. Levels with a single electron do not occur, and no signs appear, since creation operators for pairs commute.

The operator `pairCreate z` gives the configuration $S$ the amplitude $\sum_{p\in S} z_p\,\psi(S\setminus\{p\})$. The last pair went into some $p \in S$ that was empty before, which is the Pauli principle for pairs. `geminalPower z N` applies this operator $N$ times to the vacuum, without a factor $1/N!$, and `stateNormSq` sums squared moduli over all configurations.

The result is the antisymmetrized geminal power (AGP) of electronic structure theory, for a geminal that is diagonal in a given pairing of the orbitals. Its squared norm is the denominator of every AGP expectation value; the theorem bounds this denominator for finitely many levels and says nothing about which geminal has the lowest energy. The fermionic operators themselves are not constructed: the rule for amplitudes is taken as the definition.

## From amplitudes to symmetric polynomials

Suppose that after $n$ steps the amplitude on each set of $n$ levels is $n!$ times the product of its coefficients. On a set $S$ of $n+1$ levels, the next step gives
$$\sum_{p\in S} z_p\, n!\prod_{q\in S\setminus\{p\}} z_q = (n+1)!\prod_{q\in S} z_q ,$$
because each of the $n+1$ pairs may have been created last. `geminalPower_apply` is this induction, together with the zero amplitude on sets of any other size. Squaring and summing gives `stateNormSq_geminalPower`: the squared norm is $(N!)^2 e_N$ with weights $x_p = |z_p|^2$.

For $N=1$ this is $\sum_p |z_p|^2$. Equal one-pair norms therefore mean $\sum_p |z_p|^2 = Mc^2$, so the weights have mean $c^2$, which is `hmean` in the final proof. The bound on the squared norm is $(N!)^2\binom{M}{N}c^{2N}$. For a geminal whose one-pair norm is 1, with $M \ge 1$, we have $c^2 = 1/M$ and the bound becomes $(N!)^2\binom{M}{N}/M^N$.

## A tangent at the mean of the other levels

For $a,b\ge 0$, let
$$g_N = b^{N+1} - a^{N+1} - (N+1)a^N(b-a)$$
be the gap between a power and its tangent at $a$. Then $g_0 = 0$, and expanding gives
$$g_{N+1} = b\,g_N + (N+1)a^N(b-a)^2 .$$
All gaps are therefore nonnegative. For $a \ne b$ and $N\ge1$ the gap $g_N$ is strictly positive: if $a>0$, the last term of the recursion is positive, and if $a=0$, the gap is $b^{N+1}>0$. In `tangent_le_pow` the recursion is `key`, checked by `ring`.

Now let $t$ be a set of $m$ levels with mean $a$ (for $m=0$, take $a=0$), and add a level $p$, so that the new mean is $b$. A configuration of $N+1$ pairs either leaves $p$ empty or fills it, which is `esym_insert`:
$$e_{N+1}(t\cup\{p\}) = e_{N+1}(t) + x_p\,e_N(t).$$
From $ma + x_p = (m+1)b$ follows $x_p = a + (m+1)(b-a)$. If the bound holds on $t$, the right-hand side is at most
$$\left[\binom{m}{N+1}+\binom{m}{N}\right]a^{N+1} + (m+1)\binom{m}{N}a^N(b-a).$$
The bracket is $\binom{m+1}{N+1}$, and $(m+1)\binom{m}{N} = (N+1)\binom{m+1}{N+1}$. The whole expression is therefore
$$\binom{m+1}{N+1}\left[a^{N+1}+(N+1)a^N(b-a)\right] \le \binom{m+1}{N+1}b^{N+1}.$$
`esym_insert_le` proves the estimate up to the tangent; its `linear_combination` combines the relation between the means with the two binomial identities. `esym_le` adds the tangent inequality and runs the induction over levels, starting from the empty set.

## Why equality forces equal weights

That equal weights give equality is a count of the $\binom{M}{N}$ equal products, in `esym_const`. For the converse, `esym_eq_iff` assumes that some $x_p$ differs from the overall mean and splits off exactly this level. In the notation above, $a=b$ would give $x_p=b$, so the mean of the other levels differs from the overall one. (In this proof Lean calls them `a'` and `a`.) Since $N\ge2$, the tangent inequality is strict, and since $N\le M$, the binomial coefficient in front is positive. Hence $e_N$ lies strictly below the bound, which contradicts equality.

The final theorem applies this to $x_p=|z_p|^2$, cancels $(N!)^2$, and passes from $|z_p|^2=c^2$ to $|z_p|=c$, as both are nonnegative.

## BCS states and general pair matrices

Summing the bound over $N$ gives a neighbouring inequality for BCS states, in which the pair number is not fixed. With $P_p^\dagger$ creating a pair in level $p$, the state $\prod_p(1+z_pP_p^\dagger)|0\rangle$ has squared norm
$$\prod_p(1+|z_p|^2)=\sum_N e_N\le(1+c^2)^M ,$$
where $c^2$ is again the mean of $|z_p|^2$. Here too, equal moduli give the greatest norm.

A model with a general antisymmetric pair matrix over $2M$ spin orbitals would not presuppose the pairing. A unitary change of orbitals brings such a matrix to paired form, and the condition for equality would then concern its singular values instead of coefficients in a given basis. A formalisation along these lines would have to add that canonical form and the fermionic signs.
